# Little-Parks oscillations of the critical temperature in a uniform Ginzburg-Landau ring

Q: Show me the mechanism with as few states as possible.

A: Take a thin superconducting ring and two winding numbers of the order parameter's phase, n = 0 and n = 1. Let u be the flux through the ring in units of h/(2e). In reduced units the supercurrent energies are u² and (1 − u)². They cross at u = 1/2, where both equal 1/4. Below the crossing n = 0 is cheaper, above it n = 1 is. As u runs from 0 to 1, the lower energy rises from 0 to 1/4 and returns to 0.

Q: A real ring has every integer available. Why do distant windings not spoil this?

A: Write d = n − u and compare n with another integer m = n + j:

(m − u)² − (n − u)² = j(j + 2d).

If |d| ≤ 1/2, then |2d| ≤ 1 ≤ |j| for every nonzero j, so the difference is never negative. Conversely, if n is optimal, j = 1 and j = −1 give 1 + 2d ≥ 0 and 1 − 2d ≥ 0, hence |d| ≤ 1/2. The nearest integer to u always qualifies, so the minimum M(u) is attained:

M(u) = (n − u)², with |n − u| ≤ 1/2.

The rest can be read off:

- If n is optimal at u, then −n is optimal at −u and n + 1 at u + 1, with the same energy. So M is even and has period 1.
- Since |d| ≤ 1/2, 0 ≤ M(u) ≤ 1/4.
- M(u) = 0 forces u = n; at integer u, the winding n = u gives zero.
- M(u) = 1/4 forces d = ±1/2, so u is half-odd; at u = n + 1/2, the winding n gives 1/4.

Q: That is a statement about parabolas. Where is the critical temperature?

A: Give the ring a uniform real amplitude s and the free energy, relative to the normal state,

F = A s² + (b/2) s⁴, A = a(T − T0) + k(n − u)².

Here T0 is the transition temperature without supercurrent energy, a sets how fast the quadratic coefficient changes with temperature, b is the quartic stiffness that limits the amplitude, and k is the kinetic cost of phase winding; a, b and k are all positive. If F is taken per unit volume and s² is the density of pairs, a ring of radius R and pair mass m* has k = ħ²/(2m*R²).

If F < 0, then A < 0, because the quartic term is non-negative. Since M(u) ≤ (n − u)², this gives a(T − T0) + kM(u) < 0, or

T < T0 − (k/a) M(u).

Conversely, below that temperature the optimal n has A < 0. Choosing s² = −A/b gives

F = A s²/2 = −A²/(2b) < 0.

The threshold therefore oscillates with M: it is T0 at integer flux and T0 − k/(4a) at half-odd flux.

Q: Now the formal version. Which objects carry the physics?

A: Flux, temperature and amplitude are real numbers, and winding is an integer.

In Lean 4 with Mathlib:

```lean
import Mathlib

open Set

namespace LittleParks

noncomputable section

/-- Reduced kinetic energy of a thin superconducting ring with winding number `n`
at flux `u`, measured in flux quanta. -/
def windingEnergy (u : ℝ) (n : ℤ) : ℝ := ((n : ℝ) - u) ^ 2
```

`windingEnergy` is the reduced energy (n − u)².

```lean
/-- The lower envelope of the winding energies at flux `u`. -/
def minEnergy (u : ℝ) : ℝ := ⨅ n : ℤ, windingEnergy u n
```

`minEnergy` is M, written as an infimum over all integers.

```lean
/-- Ginzburg-Landau free energy of the ring relative to the normal state, at temperature `T`,
flux `u`, winding number `n` and order-parameter amplitude `s`. -/
def freeEnergy (a b k T0 T u : ℝ) (n : ℤ) (s : ℝ) : ℝ :=
  (a * (T - T0) + k * windingEnergy u n) * s ^ 2 + b / 2 * s ^ 4
```

`freeEnergy` is F. A negative `s` is allowed but harmless, since only even powers occur.

```lean
/-- The flux-dependent temperature `T0 - (k/a) M(u)`, where `M` is the lower envelope
of the winding energies. -/
def criticalTemp (a k T0 u : ℝ) : ℝ := T0 - k / a * minEnergy u
```

Q: So the critical temperature is put in by definition?

A: The formula is, but its meaning is proved. `condenses_iff` says that, for positive a, b and k, some winding and amplitude have negative free energy exactly when `T < criticalTemp a k T0 u`. `minEnergy_oscillation` states the five properties of M, and `little_parks` states the period, range and extremal fluxes of the threshold for positive a and k.

Q: What has been idealised away?

A: The form of F is assumed, not derived from a microscopic theory. The amplitude is uniform, the wall has no thickness, and screening and fluctuations are absent. The quadratic coefficient is linear in T, which is reasonable near T0, and nothing forces the threshold to be positive. The experimental signature is usually an oscillating resistance near the transition, which this model does not compute.

Q: Take me through the proof, starting with the optimal winding.

A: The forward direction tests the two neighbours. The reverse splits into m < n, m = n and m > n; `hp` is the product j(j + 2d) with signs arranged so that both factors are non-negative.

```lean
/-- A winding number has the lowest energy exactly when it differs from the flux by
at most half a flux quantum. -/
theorem winding_optimal_iff (u : ℝ) (n : ℤ) :
    (∀ m : ℤ, windingEnergy u n ≤ windingEnergy u m) ↔ |(n : ℝ) - u| ≤ 1 / 2 := by
  unfold windingEnergy
  constructor
  · intro h
    -- compare with the two neighbouring windings
    have h1 := h (n + 1)
    have h2 := h (n - 1)
    push_cast at h1 h2
    rw [abs_le]
    constructor <;> nlinarith
  · intro h m
    obtain ⟨h1, h2⟩ := abs_le.mp h
    rcases lt_trichotomy m n with hm | hm | hm
    · have hk : (m : ℝ) + 1 ≤ n := by exact_mod_cast hm
      have hp : 0 ≤ ((n : ℝ) - m) * ((n : ℝ) - m - 2 * (n - u)) :=
        mul_nonneg (by linarith) (by linarith)
      nlinarith
    · rw [hm]
    · have hk : (n : ℝ) + 1 ≤ m := by exact_mod_cast hm
      have hp : 0 ≤ ((m : ℝ) - n) * ((m : ℝ) - n + 2 * (n - u)) :=
        mul_nonneg (by linarith) (by linarith)
      nlinarith
```

Next, M never exceeds any winding energy. This needs the energies to be bounded below, and zero serves as the bound.

```lean
/-- The lower envelope never exceeds the energy of any single winding state. -/
theorem minEnergy_le (u : ℝ) (n : ℤ) : minEnergy u ≤ windingEnergy u n := by
  have hb : BddBelow (range (windingEnergy u)) := by
    refine ⟨0, ?_⟩
    rintro _ ⟨m, rfl⟩
    exact sq_nonneg _
  exact ciInf_le hb n
```

An optimal winding supplies the opposite inequality, so the infimum equals its energy.

```lean
/-- A winding number within half a flux quantum of the flux realises the lower envelope. -/
theorem minEnergy_eq (u : ℝ) (n : ℤ) (h : |(n : ℝ) - u| ≤ 1 / 2) :
    minEnergy u = ((n : ℝ) - u) ^ 2 :=
  le_antisymm (minEnergy_le u n) (le_ciInf ((winding_optimal_iff u n).mpr h))
```

Rounding u supplies such a winding at every flux.

```lean
/-- At every flux some winding number lies within half a flux quantum and attains
the lower envelope. -/
theorem exists_optimal (u : ℝ) :
    ∃ n : ℤ, |(n : ℝ) - u| ≤ 1 / 2 ∧ minEnergy u = ((n : ℝ) - u) ^ 2 := by
  have h : |((round u : ℤ) : ℝ) - u| ≤ 1 / 2 := by
    rw [abs_sub_comm]
    exact abs_sub_round u
  exact ⟨round u, h, minEnergy_eq u _ h⟩
```

Q: And the five properties?

A: Each starts from an optimal n. Evenness uses `-n`, and the period uses `n + 1`. For the value 1/4, the proof factors d² − 1/4 into (d − 1/2)(d + 1/2), and the two roots give u = (n − 1) + 1/2 and u = n + 1/2.

```lean
/-- The minimal winding energy is even in the flux, has period one flux quantum, lies between
0 and 1/4, vanishes exactly at integer flux and equals 1/4 exactly at half-odd-integer flux. -/
theorem minEnergy_oscillation :
    (∀ u, minEnergy (-u) = minEnergy u) ∧
    (∀ u, minEnergy (u + 1) = minEnergy u) ∧
    (∀ u, 0 ≤ minEnergy u ∧ minEnergy u ≤ 1 / 4) ∧
    (∀ u, minEnergy u = 0 ↔ ∃ n : ℤ, u = n) ∧
    (∀ u, minEnergy u = 1 / 4 ↔ ∃ n : ℤ, u = n + 1 / 2) := by
  refine ⟨fun u => ?_, fun u => ?_, fun u => ?_, fun u => ?_, fun u => ?_⟩
  all_goals obtain ⟨n, hn, hM⟩ := exists_optimal u
  all_goals obtain ⟨h1, h2⟩ := abs_le.mp hn
  · -- reversing the flux reverses the optimal winding
    rw [hM, minEnergy_eq (-u) (-n)
      (by push_cast; rw [abs_le]; constructor <;> linarith)]
    push_cast
    ring
  · -- one more flux quantum is absorbed by one more winding
    rw [hM, minEnergy_eq (u + 1) (n + 1)
      (by push_cast; rw [abs_le]; constructor <;> linarith)]
    push_cast
    ring
  · rw [hM]
    exact ⟨sq_nonneg _, by nlinarith⟩
  · constructor
    · intro h
      rw [hM] at h
      have h0 : (n : ℝ) - u = 0 := pow_eq_zero_iff (two_ne_zero) |>.mp h
      exact ⟨n, by linarith⟩
    · rintro ⟨m, hm⟩
      rw [minEnergy_eq u m (by rw [abs_le]; constructor <;> linarith), hm]
      ring
  · constructor
    · intro h
      rw [hM] at h
      have hp : ((n : ℝ) - u - 1 / 2) * ((n : ℝ) - u + 1 / 2) = 0 := by
        linear_combination h
      rcases mul_eq_zero.mp hp with h0 | h0
      · exact ⟨n - 1, by push_cast; linarith⟩
      · exact ⟨n, by linarith⟩
    · rintro ⟨m, hm⟩
      rw [minEnergy_eq u m (by rw [abs_le]; constructor <;> linarith), hm]
      ring
```

Q: Does the condensation proof follow your argument as well?

A: Yes. `hT` first clears the division by a. The forward half shows A < 0 by contradiction, then uses `minEnergy_le`. The reverse half takes the optimal winding and the amplitude √(−A/b), and `hF` is the identity F = A s²/2.

```lean
/-- Some winding number and amplitude have free energy below that of the normal state exactly when
the temperature is below `criticalTemp`, for positive `a`, `b` and `k`. -/
theorem condenses_iff (a b k T0 T u : ℝ) (ha : 0 < a) (hb : 0 < b) (hk : 0 < k) :
    (∃ (n : ℤ) (s : ℝ), freeEnergy a b k T0 T u n s < 0) ↔ T < criticalTemp a k T0 u := by
  have hT : a * criticalTemp a k T0 u = a * T0 - k * minEnergy u := by
    unfold criticalTemp
    have hka : a * (k / a) = k := mul_div_cancel₀ k ha.ne'
    linear_combination (-minEnergy u) * hka
  constructor
  · rintro ⟨n, s, h⟩
    -- the quartic term is non-negative, so the quadratic coefficient must be negative
    have hA : a * (T - T0) + k * windingEnergy u n < 0 := by
      by_contra hc
      have hc' := not_lt.mp hc
      have : 0 ≤ freeEnergy a b k T0 T u n s := by
        unfold freeEnergy
        positivity
      linarith
    have hm := mul_le_mul_of_nonneg_left (minEnergy_le u n) hk.le
    have hlt : a * T < a * criticalTemp a k T0 u := by
      rw [hT]
      linarith
    exact lt_of_mul_lt_mul_left hlt ha.le
  · intro h
    obtain ⟨n, -, hM⟩ := exists_optimal u
    have hlt := mul_lt_mul_of_pos_left h ha
    rw [hT, hM] at hlt
    obtain ⟨A, hAdef⟩ : ∃ A, A = a * (T - T0) + k * windingEnergy u n := ⟨_, rfl⟩
    have hA : A < 0 := by
      rw [hAdef]
      unfold windingEnergy
      linarith
    -- choose the amplitude that minimises the quartic free energy
    have hx : 0 < -A / b := div_pos (by linarith) hb
    have hs : Real.sqrt (-A / b) ^ 2 = -A / b := Real.sq_sqrt hx.le
    refine ⟨n, Real.sqrt (-A / b), ?_⟩
    have hbs : b * Real.sqrt (-A / b) ^ 2 = -A := by
      rw [hs]
      exact mul_div_cancel₀ (-A) hb.ne'
    have hF : freeEnergy a b k T0 T u n (Real.sqrt (-A / b))
        = A * Real.sqrt (-A / b) ^ 2 / 2 := by
      unfold freeEnergy
      rw [← hAdef]
      linear_combination (Real.sqrt (-A / b) ^ 2 / 2) * hbs
    rw [hF, hs]
    have := mul_neg_of_neg_of_pos hA hx
    linarith
```

The last theorem carries the properties of M over to the threshold. With c = k/a > 0, the equations T0 − cM = T0 and T0 − cM = T0 − c/4 reduce to M = 0 and M = 1/4 by cancelling c.

```lean
/-- Little-Parks oscillations: for positive `a` and `k`, the critical temperature has period one
flux quantum and stays between `T0 - k/(4a)` and `T0`, with the upper value exactly at integer flux
and the lower value exactly at half-odd-integer flux. -/
theorem little_parks (a k T0 : ℝ) (ha : 0 < a) (hk : 0 < k) (u : ℝ) :
    criticalTemp a k T0 (u + 1) = criticalTemp a k T0 u ∧
    (T0 - k / a / 4 ≤ criticalTemp a k T0 u ∧ criticalTemp a k T0 u ≤ T0) ∧
    (criticalTemp a k T0 u = T0 ↔ ∃ n : ℤ, u = n) ∧
    (criticalTemp a k T0 u = T0 - k / a / 4 ↔ ∃ n : ℤ, u = n + 1 / 2) := by
  obtain ⟨-, hper, hbd, hzero, hquart⟩ := minEnergy_oscillation
  have hc : 0 < k / a := div_pos hk ha
  obtain ⟨h0, h1⟩ := hbd u
  rw [← hzero u, ← hquart u]
  unfold criticalTemp
  rw [hper u]
  generalize k / a = c at hc ⊢
  refine ⟨rfl, ⟨by nlinarith, by nlinarith⟩, ⟨fun h => ?_, fun h => ?_⟩,
    ⟨fun h => ?_, fun h => ?_⟩⟩
  · exact mul_left_cancel₀ hc.ne' (by linarith)
  · rw [h]
    ring
  · exact mul_left_cancel₀ hc.ne' (by linarith)
  · rw [h]
    ring

end

end LittleParks
```

```lean
#print axioms LittleParks.condenses_iff
#print axioms LittleParks.little_parks
```

```
'LittleParks.condenses_iff' depends on axioms: [propext, Classical.choice, Quot.sound]
'LittleParks.little_parks' depends on axioms: [propext, Classical.choice, Quot.sound]
```

Q: What would I do with this in a calculation?

A: For this uniform, unscreened ring, a code can evaluate M(u) as (u − round(u))² without scanning windings; at a half-odd flux either rounding gives 1/4. A Ginzburg-Landau relaxation started in one winding may stay there as a metastable state, so its energy should be compared with that of the nearest-integer winding.

Q: And for a very large ring?

A: With the material parameters fixed, k falls as 1/R², so the depth k/(4a) of the oscillation vanishes and the threshold approaches T0 at every flux.
